# The worst property error of an alloy structure under bounded cluster interactions is a weighted sum of its absolute correlation deviations

When I choose a small supercell to stand in for a random binary alloy, I compute the correlations of each candidate, subtract the random-alloy values, and rank the candidates by a weighted sum of the absolute differences. I would like to know what this number measures. My understanding is that if a property is a finite cluster expansion, and all I know about its interactions is a bound on the size of each, then the weighted sum is the largest error the structure can make, and some allowed set of interactions really produces it. Can this be derived carefully, starting from the spins on the sites, and checked by machine?

## From site occupations to correlation deviations

Yes. With the bounds as weights, your score is exactly the maximum error over the allowed interactions.

Give each site \(i\) of a finite lattice a spin \(s_i=+1\) for one species and \(s_i=-1\) for the other, and let \(\sigma\) denote the whole configuration. A cluster \(S\) is a set of sites with spin product \(\prod_{i\in S}s_i\). Collect clusters into nonempty classes \(O_a\), where every cluster in \(O_a\) has \(k_a\) sites. The correlation of class \(a\) and a property with interactions \(J_a\) are

\[
\Pi_a(\sigma)=\frac{1}{|O_a|}\sum_{S\in O_a}\prod_{i\in S}s_i,
\qquad
P_J(\sigma)=\sum_a J_a\,\Pi_a(\sigma).
\]

In the random alloy each site independently has spin \(+1\) with probability \(c\) and spin \(-1\) with probability \(1-c\). The average of a spin product therefore factorises over the sites. A site outside \(S\) contributes \(c+(1-c)=1\), and a site inside \(S\) contributes \(c-(1-c)=2c-1\), so

\[
\Big\langle\prod_{i\in S}s_i\Big\rangle=(2c-1)^{|S|}.
\]

All clusters in \(O_a\) have the same size, so \(\langle\Pi_a\rangle=(2c-1)^{k_a}\). By linearity, the property error of the structure is

\[
P_J(\sigma)-\langle P_J\rangle=\sum_a J_a d_a,
\qquad
d_a=\Pi_a(\sigma)-(2c-1)^{k_a}.
\]

## Matching the signs gives the maximum

Let \(w_a\ge 0\) be the bounds, and call \(J\) admissible if \(|J_a|\le w_a\) for every \(a\). The triangle inequality gives

\[
\Big|\sum_a J_a d_a\Big|\le\sum_a |J_a|\,|d_a|\le\sum_a w_a|d_a|.
\]

To reach the right-hand side, take \(J_a=w_a\) where \(d_a\ge 0\) and \(J_a=-w_a\) where \(d_a<0\). This choice is admissible, and each contribution \(J_a d_a\) equals \(w_a|d_a|\). The sum is nonnegative, so its absolute value is \(\sum_a w_a|d_a|\).

The same estimate shows which admissible interactions are worst. Suppose that \(J\) attains the bound and that \(\sum_a J_a d_a\ge 0\). Then

\[
\sum_a\big(w_a|d_a|-J_a d_a\big)=0,
\]

and no term is negative, so every term vanishes and \(J_a d_a=w_a|d_a|\) for all \(a\). If the sum is nonpositive, the same argument applied to \(-J_a d_a\) gives \(-J_a d_a=w_a|d_a|\) for all \(a\). Conversely, either condition makes the absolute value of the sum equal to the bound. The worst case thus needs full-size contributions that never cancel.

A structure is error-free for every admissible \(J\) exactly when \(d_a=0\) wherever \(w_a>0\). If there is no error for any admissible \(J\), there is none for the sign-matched choice, so \(\sum_a w_a|d_a|=0\). Each term is then zero, and \(w_a>0\) forces \(d_a=0\). In the other direction, each class has either \(d_a=0\) or \(w_a=0\), and in the second case \(J_a=0\), so every contribution vanishes.

## Two sites at equal composition

Take a lattice of two sites with \(c=1/2\), a point class containing both single sites, and a pair class containing the one pair. Both random correlations are zero. The ordered configuration \((+1,-1)\) has point correlation \(0\) and pair correlation \(-1\), so its worst error is \(w_{\text{pair}}\), reached at \(J_{\text{pair}}=-w_{\text{pair}}\). The configuration \((+1,+1)\) has both correlations equal to \(1\), and its worst error is \(w_{\text{point}}+w_{\text{pair}}\). The pair product on two sites is always \(\pm1\), so no configuration of this cell removes the pair term.

## The Lean file

```lean
import Mathlib

open Finset

namespace StructureSearchObjective

noncomputable section

variable {ι V : Type*} [Fintype ι] [Fintype V] [DecidableEq V]

/-- Interactions of full allowed strength whose signs follow the correlation deviations. -/
def worstInteraction (w d : ι → ℝ) (a : ι) : ℝ := if 0 ≤ d a then w a else -w a

/-- The spin variable of a site: `+1` for one species and `-1` for the other. -/
def spin : Bool → ℝ
  | true => 1
  | false => -1

/-- The probability of each species on a site at concentration `c`. -/
def siteProb (c : ℝ) : Bool → ℝ
  | true => c
  | false => 1 - c

/-- The product of the spins on the sites of a cluster. -/
def clusterSpin (S : Finset V) (σ : V → Bool) : ℝ := ∏ i ∈ S, spin (σ i)

/-- The correlation of a structure: the spin product averaged over a class of clusters. -/
def correlation (O : Finset (Finset V)) (σ : V → Bool) : ℝ :=
  (∑ S ∈ O, clusterSpin S σ) / (O.card : ℝ)

/-- The average over the random alloy, whose sites are occupied independently. -/
def randomAverage (c : ℝ) (f : (V → Bool) → ℝ) : ℝ :=
  ∑ σ : V → Bool, (∏ i, siteProb c (σ i)) * f σ

/-- A property given by a cluster expansion with interactions `J`. -/
def clusterProperty (O : ι → Finset (Finset V)) (J : ι → ℝ) (σ : V → Bool) : ℝ :=
  ∑ a, J a * correlation (O a) σ

omit [Fintype V] [DecidableEq V] in
/-- The property error is at most the sum of the bounds times the absolute deviations. -/
theorem error_le (w d J : ι → ℝ) (hJ : ∀ a, |J a| ≤ w a) :
    |∑ a, J a * d a| ≤ ∑ a, w a * |d a| := by
  refine (Finset.abs_sum_le_sum_abs _ _).trans (Finset.sum_le_sum fun a _ => ?_)
  rw [abs_mul]
  exact mul_le_mul_of_nonneg_right (hJ a) (abs_nonneg _)

omit [Fintype V] [DecidableEq V] in
/-- The sign-matched interactions respect the bounds, and their contributions add up to
the sum of the bounds times the absolute deviations. -/
theorem worstInteraction_attains (w d : ι → ℝ) (hw : ∀ a, 0 ≤ w a) :
    (∀ a, |worstInteraction w d a| ≤ w a) ∧
      ∑ a, worstInteraction w d a * d a = ∑ a, w a * |d a| := by
  constructor
  · intro a
    unfold worstInteraction
    split_ifs
    · exact (abs_of_nonneg (hw a)).le
    · exact ((abs_neg (w a)).trans (abs_of_nonneg (hw a))).le
  · refine Finset.sum_congr rfl fun a _ => ?_
    unfold worstInteraction
    split_ifs with h
    · rw [abs_of_nonneg h]
    · rw [abs_of_neg (not_le.mp h)]
      ring

omit [Fintype V] [DecidableEq V] in
/-- The largest property error over all interactions within the bounds is the sum of the
bounds times the absolute correlation deviations, and it is attained. -/
theorem worst_case_error (w d : ι → ℝ) (hw : ∀ a, 0 ≤ w a) :
    IsGreatest {e : ℝ | ∃ J : ι → ℝ, (∀ a, |J a| ≤ w a) ∧ |∑ a, J a * d a| = e}
      (∑ a, w a * |d a|) := by
  obtain ⟨h1, h2⟩ := worstInteraction_attains w d hw
  constructor
  · refine ⟨worstInteraction w d, h1, ?_⟩
    rw [h2]
    exact abs_of_nonneg (Finset.sum_nonneg fun a _ => mul_nonneg (hw a) (abs_nonneg _))
  · rintro e ⟨J, hJ, rfl⟩
    exact error_le w d J hJ

omit [Fintype V] [DecidableEq V] in
/-- Interactions within the bounds produce the largest error exactly when all class contributions
have their full size and a common sign. -/
theorem error_eq_iff (w d J : ι → ℝ) (hJ : ∀ a, |J a| ≤ w a) :
    |∑ a, J a * d a| = ∑ a, w a * |d a| ↔
      (∀ a, J a * d a = w a * |d a|) ∨ (∀ a, -(J a * d a) = w a * |d a|) := by
  have hb : ∀ a, |J a * d a| ≤ w a * |d a| := fun a => by
    rw [abs_mul]
    exact mul_le_mul_of_nonneg_right (hJ a) (abs_nonneg _)
  have h0 : 0 ≤ ∑ a, w a * |d a| :=
    Finset.sum_nonneg fun a _ => (abs_nonneg _).trans (hb a)
  constructor
  · intro h
    -- a sum of termwise bounded numbers is maximal only if every term is
    rcases le_total 0 (∑ a, J a * d a) with hs | hs
    · left
      rw [abs_of_nonneg hs] at h
      have h' := (Finset.sum_eq_sum_iff_of_le
        (fun a _ => (le_abs_self _).trans (hb a))).mp h
      exact fun a => h' a (Finset.mem_univ a)
    · right
      rw [abs_of_nonpos hs, ← Finset.sum_neg_distrib] at h
      have h' := (Finset.sum_eq_sum_iff_of_le
        (fun a _ => (neg_le_abs _).trans (hb a))).mp h
      exact fun a => h' a (Finset.mem_univ a)
  · rintro (h | h)
    · rw [Finset.sum_congr rfl fun a _ => h a, abs_of_nonneg h0]
    · rw [← abs_neg, ← Finset.sum_neg_distrib, Finset.sum_congr rfl fun a _ => h a,
        abs_of_nonneg h0]

omit [Fintype V] [DecidableEq V] in
/-- The error vanishes for all interactions within the bounds exactly when the deviation vanishes
for every cluster class with a positive bound. -/
theorem error_free_iff (w d : ι → ℝ) (hw : ∀ a, 0 ≤ w a) :
    (∀ J : ι → ℝ, (∀ a, |J a| ≤ w a) → ∑ a, J a * d a = 0) ↔
      ∀ a, 0 < w a → d a = 0 := by
  constructor
  · intro h a ha
    obtain ⟨h1, h2⟩ := worstInteraction_attains w d hw
    have hz := h2.symm.trans (h _ h1)
    have ht := (Finset.sum_eq_zero_iff_of_nonneg
      (fun b _ => mul_nonneg (hw b) (abs_nonneg (d b)))).mp hz a (Finset.mem_univ a)
    exact abs_eq_zero.mp ((mul_eq_zero.mp ht).resolve_left ha.ne')
  · intro h J hJ
    refine Finset.sum_eq_zero fun a _ => ?_
    rcases (hw a).lt_or_eq with ha | ha
    · rw [h a ha, mul_zero]
    · have hj : J a = 0 := abs_nonpos_iff.mp ((hJ a).trans ha.symm.le)
      rw [hj, zero_mul]

/-- The random-alloy average is linear. -/
theorem randomAverage_sum_mul {κ : Type*} (c : ℝ) (s : Finset κ) (J : κ → ℝ)
    (f : κ → (V → Bool) → ℝ) :
    randomAverage c (fun σ => ∑ a ∈ s, J a * f a σ) =
      ∑ a ∈ s, J a * randomAverage c (f a) := by
  simp only [randomAverage, Finset.mul_sum]
  rw [Finset.sum_comm]
  exact Finset.sum_congr rfl fun a _ => Finset.sum_congr rfl fun σ _ => by ring

/-- In the random alloy the mean spin product of a cluster is the mean spin `2c - 1`
raised to the number of sites. -/
theorem randomAverage_clusterSpin (c : ℝ) (S : Finset V) :
    randomAverage c (clusterSpin S) = (2 * c - 1) ^ S.card := by
  have h : ∀ σ : V → Bool, (∏ i, siteProb c (σ i)) * clusterSpin S σ =
      ∏ i, siteProb c (σ i) * (if i ∈ S then spin (σ i) else 1) := fun σ => by
    simp only [clusterSpin, Finset.prod_mul_distrib, Finset.prod_ite_mem, Finset.univ_inter]
  have hs : ∀ i : V, ∑ b : Bool, siteProb c b * (if i ∈ S then spin b else 1) =
      if i ∈ S then 2 * c - 1 else 1 := fun i => by
    rw [Fintype.sum_bool]
    split_ifs <;> simp only [siteProb, spin] <;> ring
  -- independence of the sites turns the average of the product into a product of averages
  calc randomAverage c (clusterSpin S)
      = ∑ σ : V → Bool, ∏ i, siteProb c (σ i) * (if i ∈ S then spin (σ i) else 1) :=
        Finset.sum_congr rfl fun σ _ => h σ
    _ = ∏ i : V, ∑ b : Bool, siteProb c b * (if i ∈ S then spin b else 1) := by
        rw [Finset.prod_univ_sum, Fintype.piFinset_univ]
    _ = (2 * c - 1) ^ S.card := by
        simp only [hs]
        rw [Finset.prod_ite_mem, Finset.univ_inter, Finset.prod_const]

/-- A nonempty class of `k`-site clusters has random-alloy correlation `(2c - 1)^k`. -/
theorem randomAverage_correlation (c : ℝ) (O : Finset (Finset V)) (k : ℕ)
    (hO : O.Nonempty) (hk : ∀ S ∈ O, S.card = k) :
    randomAverage c (correlation O) = (2 * c - 1) ^ k := by
  have hne : (O.card : ℝ) ≠ 0 := Nat.cast_ne_zero.mpr hO.card_pos.ne'
  have hf : correlation O = fun σ => ∑ S ∈ O, (O.card : ℝ)⁻¹ * clusterSpin S σ := by
    funext σ
    rw [correlation, div_eq_inv_mul, Finset.mul_sum]
  calc randomAverage c (correlation O)
      = ∑ S ∈ O, (O.card : ℝ)⁻¹ * randomAverage c (clusterSpin S) := by
        rw [hf]
        exact randomAverage_sum_mul c O (fun _ => (O.card : ℝ)⁻¹) clusterSpin
    _ = ∑ S ∈ O, (O.card : ℝ)⁻¹ * (2 * c - 1) ^ k :=
        Finset.sum_congr rfl fun S hS => by rw [randomAverage_clusterSpin, hk S hS]
    _ = (2 * c - 1) ^ k := by
        rw [Finset.sum_const, nsmul_eq_mul, ← mul_assoc, mul_inv_cancel₀ hne, one_mul]

/-- For a structure `σ`, the largest difference between a property and its random-alloy
average, over all interactions within the bounds, is the weighted sum of the absolute
deviations of its correlations from `(2c - 1)^k`. -/
theorem structure_worst_case_error (c : ℝ) (O : ι → Finset (Finset V)) (k : ι → ℕ)
    (hO : ∀ a, (O a).Nonempty) (hk : ∀ a, ∀ S ∈ O a, S.card = k a)
    (w : ι → ℝ) (hw : ∀ a, 0 ≤ w a) (σ : V → Bool) :
    IsGreatest {e : ℝ | ∃ J : ι → ℝ, (∀ a, |J a| ≤ w a) ∧
        |clusterProperty O J σ - randomAverage c (clusterProperty O J)| = e}
      (∑ a, w a * |correlation (O a) σ - (2 * c - 1) ^ k a|) := by
  -- the property error is linear in the correlation deviations
  have key : ∀ J : ι → ℝ,
      clusterProperty O J σ - randomAverage c (clusterProperty O J) =
        ∑ a, J a * (correlation (O a) σ - (2 * c - 1) ^ k a) := fun J => by
    have h : randomAverage c (clusterProperty O J) =
        ∑ a, J a * randomAverage c (correlation (O a)) :=
      randomAverage_sum_mul c Finset.univ J (fun a => correlation (O a))
    rw [h, clusterProperty, ← Finset.sum_sub_distrib]
    refine Finset.sum_congr rfl fun a _ => ?_
    rw [randomAverage_correlation c (O a) (k a) (hO a) (hk a)]
    ring
  simp only [key]
  exact worst_case_error w _ hw

end

end StructureSearchObjective
```

```lean
#print axioms StructureSearchObjective.error_eq_iff
-- 'StructureSearchObjective.error_eq_iff' depends on axioms: [propext, Classical.choice, Quot.sound]
#print axioms StructureSearchObjective.error_free_iff
-- 'StructureSearchObjective.error_free_iff' depends on axioms: [propext, Classical.choice, Quot.sound]
#print axioms StructureSearchObjective.structure_worst_case_error
-- 'StructureSearchObjective.structure_worst_case_error' depends on axioms: [propext, Classical.choice, Quot.sound]
```

## How the theorems describe the alloy

The type `V` is the set of lattice sites, and a configuration is a function `σ : V → Bool`. The function `spin` sends `true` to \(+1\) and `false` to \(-1\), and `siteProb c` gives these species the weights \(c\) and \(1-c\). The finite type `ι` labels the cluster classes. For a label `a`, the class `O a` is a finite set of finite sets of sites, and `k a` is the number of sites in each of its clusters.

`correlation` and `clusterProperty` are \(\Pi_a\) and \(P_J\). `randomAverage c f` sums `f` over all configurations, each weighted by the product of its site probabilities. This ensemble fixes the mean composition only: individual configurations in it may be richer or poorer in one species. The theorems accept any real `c`, and the reading as probabilities applies for \(0\le c\le1\).

The main result for an alloy is `structure_worst_case_error`. Its hypotheses say that each class is nonempty, that its clusters all have the stated size, and that the bounds are nonnegative. The set in its conclusion contains every number `e` that is the absolute property error for some admissible `J`. `IsGreatest` says that \(\sum_a w_a|d_a|\) belongs to this set and that no member exceeds it, so the value is a maximum that is attained, and not merely an upper bound.

The bounds `w` are an input. Physically, \(w_a\) states how strongly the property may depend on the class \(a\), for example because distant clusters are expected to matter less. Since \(J_a\) multiplies an average over the class, any multiplicity in your own expansion has to be absorbed into \(J_a\), and hence into \(w_a\).

Several restrictions come with the model:

- The property is exactly a finite cluster expansion whose interactions do not depend on the configuration. Contributions from clusters left out of the expansion are not bounded.
- The interactions vary independently within their bounds. If more is known about them, such as a relation between two \(J_a\), the true worst case may be smaller.
- Clusters consist of distinct sites of the finite lattice. In a small periodic cell, a pair can connect a site to its own periodic image, and this file's `correlation` does not represent such a pair. It also counts each set of sites only once, even when several clusters of a class fold onto the same set. The theorem `worst_case_error` accepts arbitrary real deviations `d`, so it still applies once those deviations have been computed separately.

For electronic-structure work on supercells, the score is therefore a guarantee for properties described by such a finite expansion with bounded interactions. It does not order the errors for one particular property: a structure with a larger score can do better there, because its contributions may cancel.

## How the proof follows the derivation

**The bound and its attainment.** `error_le` is the triangle inequality followed by a termwise comparison. `Finset.abs_sum_le_sum_abs` moves the absolute value inside the sum, `abs_mul` splits each product, and the hypothesis \(|J_a|\le w_a\) is multiplied by \(|d_a|\ge0\).

The definition `worstInteraction` is the sign-matched choice. In `worstInteraction_attains`, `split_ifs` separates \(d_a\ge0\) from \(d_a<0\), first to check admissibility and then to evaluate the contributions. `worst_case_error` combines the two lemmas: the sign-matched interactions show that the value is in the set, and `error_le` shows that nothing in the set is larger.

**Equality and zero error.** `error_eq_iff` splits on the sign of the total with `le_total`. In each case `Finset.sum_eq_sum_iff_of_le` carries out the step from equal sums to equal terms, given that each term on one side is at most its partner on the other.

`error_free_iff` tests the hypothesis on `worstInteraction`. A vanishing sum of nonnegative terms then makes each term zero, which is `Finset.sum_eq_zero_iff_of_nonneg`. The converse distinguishes positive bounds from zero bounds, as in the derivation.

**The random alloy.** `randomAverage_sum_mul` proves linearity by exchanging the sum over configurations with the sum over terms.

The factorisation is in `randomAverage_clusterSpin`. Its auxiliary statement `h` writes the weight times the spin product as one product over all sites, with a factor \(1\) for sites outside the cluster. `Finset.prod_univ_sum` then identifies the sum over configurations of these products with the product over sites of single-site sums. The statement `hs` evaluates each single-site sum as \(2c-1\) or \(1\), which leaves \((2c-1)^{|S|}\).

`randomAverage_correlation` averages this result over a class. Nonemptiness is used here, to cancel the number of clusters against its inverse.

**The structure score.** Inside `structure_worst_case_error`, the statement `key` is the identity \(P_J(\sigma)-\langle P_J\rangle=\sum_a J_a d_a\). It follows from linearity and the random correlations. Rewriting the set of errors with `key` turns the claim into `worst_case_error` for these particular deviations, which finishes the proof.
